# Spectral weight of a level at the mean half-width versus its mean spectral weight: the inequality reverses at half-width √3 times the offset

Take one level at offset $x=1$ from the energy of interest, in any energy unit, and two k-points of equal weight. A lead that broadens the level with half-width $g$ gives it the spectral weight $f(g)=g/(x^2+g^2)$, up to a factor $1/\pi$.

- For half-widths 0 and 1, the mean weight is $(0+0.5)/2=0.25$, while the weight at the mean half-width is $f(0.5)=0.4$.
- For half-widths 2 and 4, the mean weight is about $0.318$, while $f(3)=0.3$.

The order has reversed. The graph of $f$ lies below its tangents for small $g$ and above them for large $g$, and the change comes at $g=\sqrt3\,x$. The file proves this for finitely many k-points whose half-widths all lie on one side of that threshold. Under that condition, for a single level with the same positive offset at every k-point and a purely imaginary self-energy, it gives the sign of the error made by averaging the self-energy before computing the spectral weight.

## From self-energy to Lorentzian

```lean
import Mathlib

open Finset

namespace LeadBroadeningAverage

noncomputable section

/-- The purely imaginary lead self-energy `-i g` of a level with half-width `g`. -/
def leadSelfEnergy (g : ℝ) : ℂ := -(Complex.I * g)
```

A `def` introduces a named object. This one takes a real number $g$ and returns the complex number $\Sigma=-ig$. If $g$ does not depend on energy, it is $\hbar$ times the rate at which the level's amplitude decays into the lead. The full width is $\Gamma=i(\Sigma-\Sigma^*)=2g$. The level shift, which would be the real part of $\Sigma$, is set to zero.

```lean
/-- The retarded Green function of a level at offset `x` from the energy considered, coupled
to a lead with half-width `g`; its domain is `x` and `g` not both zero. -/
def greenFunction (x g : ℝ) : ℂ := ((x : ℂ) - leadSelfEnergy g)⁻¹
```

This is $G=(x-\Sigma)^{-1}$, where $x=E-\varepsilon$ is the energy minus the level position. The annotation `(x : ℂ)` reads the real number $x$ as a complex one.

```lean
/-- The spectral weight, without the factor `1/π`: minus the imaginary part of the retarded
Green function, for `x` and `g` not both zero. -/
def spectralWeight (x g : ℝ) : ℝ := -(greenFunction x g).im
```

The spectral weight is $-\operatorname{Im}G$, with no $1/\pi$. A common positive factor would not affect any of the comparisons.

```lean
/-- The weighted sum of a quantity `a` over k-points; it is the average of `a` when the weights `w`
are nonnegative and sum to one. -/
def kMean {ι : Type*} [Fintype ι] (w a : ι → ℝ) : ℝ := ∑ i, w i * a i
```

The type `ι` labels the k-points, and `Fintype ι` says that there are finitely many. For weights $w_i$ and a quantity $a_i$, the definition returns $\sum_i w_i a_i$, which is an average when the weights are nonnegative and sum to one. The theorems on averages below assume positive weights with sum one.

```lean
/-- The slope of the line with which the spectral weight is compared near half-width `m`,
for `x` and `m` not both zero. -/
def tangentSlope (x m : ℝ) : ℝ := (x ^ 2 - m ^ 2) / (x ^ 2 + m ^ 2) ^ 2
```

This is the derivative of $f$ at $m$, namely $t_m=(x^2-m^2)/(x^2+m^2)^2$. The file uses only this expression and never differentiates.

```lean
/-- The spectral weight is the Lorentzian expression `g / (x² + g²)`. -/
theorem spectralWeight_eq (x g : ℝ) : spectralWeight x g = g / (x ^ 2 + g ^ 2) := by
  have h : (x : ℂ) - -(Complex.I * g) = ⟨x, g⟩ := by
    apply Complex.ext <;> simp
  unfold spectralWeight greenFunction leadSelfEnergy
  rw [h, Complex.inv_im, Complex.normSq_mk]
  show -(-g / (x * x + g * g)) = g / (x ^ 2 + g ^ 2)
  ring
```

In a `theorem`, the claim stands after the colon and the proof after `:=`. By hand,

$$\frac1{x+ig}=\frac{x-ig}{x^2+g^2},\qquad -\operatorname{Im}G=\frac{g}{x^2+g^2}.$$

The proof does the same: `h` identifies the denominator as the complex number with parts $x$ and $g$, and `Complex.inv_im` gives the imaginary part of its inverse. At $x=g=0$ the equation holds only because Lean sets $1/0=0$; the later theorems assume $x>0$. Only $x^2$ enters the formula, so an energy below the level, where $x<0$, is covered by using $|x|$ as the offset.

## The distance from the tangent

```lean
/-- For a positive offset, the spectral weight at `g` equals its linear approximation about
`m` plus an explicit remainder with the factor `(g - m)²`. -/
theorem tangent_remainder {x : ℝ} (hx : 0 < x) (g m : ℝ) :
    spectralWeight x g = spectralWeight x m + tangentSlope x m * (g - m)
      + (g - m) ^ 2 * (m ^ 2 * g - x ^ 2 * (2 * m + g))
        / ((x ^ 2 + g ^ 2) * (x ^ 2 + m ^ 2) ^ 2) := by
  rw [spectralWeight_eq, spectralWeight_eq, tangentSlope]
  have h1 : x ^ 2 + g ^ 2 ≠ 0 := by positivity
  have h2 : x ^ 2 + m ^ 2 ≠ 0 := by positivity
  field_simp
  ring
```

The hypothesis `hx` is a named assumption, $x>0$. Write $A=x^2+g^2$ and $B=x^2+m^2$. Then

$$f(g)-f(m)=\frac{gB-mA}{AB}=\frac{(g-m)(x^2-gm)}{AB}.$$

Subtracting $t_m(g-m)$ leaves

$$\frac{g-m}{AB^2}\left[(x^2-gm)B-(x^2-m^2)A\right].$$

The bracket expands to $m^2g(g-m)-x^2(g^2+gm-2m^2)$. Since $g^2+gm-2m^2=(g-m)(g+2m)$, the remainder is

$$\frac{(g-m)^2\,C}{AB^2},\qquad C=m^2g-x^2(2m+g).$$

In Lean, `field_simp` clears the denominators, which `h1` and `h2` show to be nonzero, and `ring` checks the polynomial identity.

```lean
/-- For a positive offset and two distinct half-widths in `[0, √3 x]`, the spectral weight at
one lies strictly below the linear approximation about the other. -/
theorem lt_tangent {x g m : ℝ} (hx : 0 < x) (hg0 : 0 ≤ g) (hg : g ≤ Real.sqrt 3 * x)
    (hm0 : 0 ≤ m) (hm : m ≤ Real.sqrt 3 * x) (hne : g ≠ m) :
    spectralWeight x g < spectralWeight x m + tangentSlope x m * (g - m) := by
  have hs : x ^ 2 = (Real.sqrt 3 * x) ^ 2 / 3 := by
    rw [mul_pow, Real.sq_sqrt (by norm_num)]
    ring
  -- the sign of the remainder
  have hc : m ^ 2 * g - x ^ 2 * (2 * m + g) < 0 := by
    rw [hs]
    generalize Real.sqrt 3 * x = s at hg hm
    rcases lt_or_gt_of_ne hne with h | h
    · have hmp : 0 < m := lt_of_le_of_lt hg0 h
      have b : m ^ 2 ≤ s ^ 2 := pow_le_pow_left₀ hm0 hm 2
      have a : m * g < s ^ 2 := by nlinarith [mul_pos hmp (sub_pos.2 h)]
      nlinarith [mul_pos hmp (sub_pos.2 a), mul_nonneg hg0 (sub_nonneg.2 b)]
    · have hgp : 0 < g := lt_of_le_of_lt hm0 h
      have b : m ^ 2 < s ^ 2 := pow_lt_pow_left₀ (lt_of_lt_of_le h hg) hm0 two_ne_zero
      have a : m * g ≤ s ^ 2 := by nlinarith [mul_le_mul hm hg hg0 (hm0.trans hm)]
      nlinarith [mul_nonneg hm0 (sub_nonneg.2 a), mul_pos hgp (sub_pos.2 b)]
  have hd : 0 < (g - m) ^ 2 := pow_pos_of_ne (sub_ne_zero.2 hne)
  have hr := div_neg_of_neg_of_pos (mul_neg_of_pos_of_neg hd hc)
    (show 0 < (x ^ 2 + g ^ 2) * (x ^ 2 + m ^ 2) ^ 2 by positivity)
  linarith [tangent_remainder hx g m]
where
  pow_pos_of_ne {y : ℝ} (hy : y ≠ 0) : 0 < y ^ 2 := by positivity
```

For distinct $g,m$ in $[0,\sqrt3\,x]$, the curve lies strictly below the tangent. Only the sign of $C$ matters. Put $s=\sqrt3\,x$, so $x^2=s^2/3$ and

$$3C=2m(mg-s^2)+g(m^2-s^2).$$

Both terms are at most zero, and one is strictly negative:

- If $g<m$, then $m>0$ and $mg<m^2\le s^2$, so the first term is negative.
- If $g>m$, then $g>0$ and $m<s$, so the second term is negative.

These are the two branches after `rcases`. The inequalities `a` and `b` compare $mg$ and $m^2$ with $s^2$, and `nlinarith` combines them into the sign of $C$. The final `linarith` inserts the negative remainder into the previous theorem.

```lean
/-- For a positive offset and two distinct half-widths of at least `√3 x`, the spectral weight
at one lies strictly above the linear approximation about the other. -/
theorem tangent_lt {x g m : ℝ} (hx : 0 < x) (hg : Real.sqrt 3 * x ≤ g)
    (hm : Real.sqrt 3 * x ≤ m) (hne : g ≠ m) :
    spectralWeight x m + tangentSlope x m * (g - m) < spectralWeight x g := by
  have hs : x ^ 2 = (Real.sqrt 3 * x) ^ 2 / 3 := by
    rw [mul_pow, Real.sq_sqrt (by norm_num)]
    ring
  have hs0 : 0 < Real.sqrt 3 * x := by positivity
  -- the sign of the remainder
  have hc : 0 < m ^ 2 * g - x ^ 2 * (2 * m + g) := by
    rw [hs]
    generalize Real.sqrt 3 * x = s at hg hm hs0
    have hmp : 0 < m := lt_of_lt_of_le hs0 hm
    have hgp : 0 < g := lt_of_lt_of_le hs0 hg
    rcases lt_or_gt_of_ne hne with h | h
    · have b : s ^ 2 < m ^ 2 := pow_lt_pow_left₀ (lt_of_le_of_lt hg h) hs0.le two_ne_zero
      have a : s ^ 2 ≤ m * g := by nlinarith [mul_le_mul hm hg hs0.le hmp.le]
      nlinarith [mul_nonneg hmp.le (sub_nonneg.2 a), mul_pos hgp (sub_pos.2 b)]
    · have b : s ^ 2 ≤ m ^ 2 := pow_le_pow_left₀ hs0.le hm 2
      have a : s ^ 2 < m * g := by nlinarith [mul_pos hmp (sub_pos.2 h)]
      nlinarith [mul_pos hmp (sub_pos.2 a), mul_nonneg hgp.le (sub_nonneg.2 b)]
  have hd : g - m ≠ 0 := sub_ne_zero.2 hne
  have hr : 0 < (g - m) ^ 2 * (m ^ 2 * g - x ^ 2 * (2 * m + g))
      / ((x ^ 2 + g ^ 2) * (x ^ 2 + m ^ 2) ^ 2) :=
    div_pos (mul_pos (by positivity) hc) (by positivity)
  linarith [tangent_remainder hx g m]
```

For distinct $g,m\ge s$, the same decomposition of $3C$ has two nonnegative terms. If $g<m$, then $m>s$ makes the second one positive; if $g>m$, then $mg>m^2\ge s^2$ makes the first one positive. The curve therefore lies strictly above the tangent.

## Averaging over k-points

```lean
variable {ι : Type*} [Fintype ι] {w g : ι → ℝ}

/-- For positive weights summing to one, if a function lies strictly below a line through its
value at the mean at every sampled point other than the mean, its average is at most its value
at the mean, with equality exactly when all sampled points coincide with the mean. -/
theorem kMean_le_of_tangent {F : ℝ → ℝ} {m k : ℝ} (hw : ∀ i, 0 < w i) (hw1 : ∑ i, w i = 1)
    (hm : kMean w g = m) (hF : ∀ i, g i ≠ m → F (g i) < F m + k * (g i - m)) :
    kMean w (fun i => F (g i)) ≤ F m ∧
      (kMean w (fun i => F (g i)) = F m ↔ ∀ i, g i = m) := by
  unfold kMean at hm ⊢
  -- the linear term averages to zero
  have key : ∑ i, w i * (F m + k * (g i - m)) = F m := by
    calc ∑ i, w i * (F m + k * (g i - m))
        = ∑ i, (w i * (F m - k * m) + k * (w i * g i)) :=
          Finset.sum_congr rfl fun i _ => by ring
      _ = F m := by
          rw [Finset.sum_add_distrib, ← Finset.sum_mul, ← Finset.mul_sum, hw1, hm]
          ring
  have le : ∀ i, w i * F (g i) ≤ w i * (F m + k * (g i - m)) := by
    intro i
    by_cases h : g i = m
    · rw [h, sub_self, mul_zero, add_zero]
    · exact mul_le_mul_of_nonneg_left (hF i h).le (hw i).le
  refine ⟨(Finset.sum_le_sum fun i _ => le i).trans_eq key, fun h i => ?_, fun h => ?_⟩
  · by_contra hi
    have hlt : ∑ j, w j * F (g j) < ∑ j, w j * (F m + k * (g j - m)) :=
      Finset.sum_lt_sum (fun j _ => le j)
        ⟨i, Finset.mem_univ i, mul_lt_mul_of_pos_left (hF i hi) (hw i)⟩
    exact absurd (h.trans key.symm) hlt.ne
  · simp only [h]
    rw [← Finset.sum_mul, hw1, one_mul]
```

From here on `g` is a list of half-widths $g_i$, one per k-point, and no longer a single number. The letter `k` is the slope of a line, and `m` is the mean $\sum_i w_ig_i$. The function $F$ is arbitrary; it is assumed to satisfy $F(g_i)<F(m)+k(g_i-m)$ whenever $g_i\ne m$. Averaging the right-hand side gives

$$\sum_i w_i\left[F(m)+k(g_i-m)\right]=F(m)+k(m-m)=F(m),$$

which is `key`. The termwise comparison `le` then yields $\sum_i w_iF(g_i)\le F(m)$.

The second half of the claim, with `↔` for "if and only if", settles equality. If some $g_i\neq m$, its positive weight makes the sum strictly smaller, by `Finset.sum_lt_sum`. If every $g_i=m$, both sides are $F(m)$.

```lean
/-- With positive weights summing to one, a lower bound on all half-widths also bounds their
average from below. -/
theorem le_kMean {a : ℝ} (hw : ∀ i, 0 < w i) (hw1 : ∑ i, w i = 1) (h : ∀ i, a ≤ g i) :
    a ≤ kMean w g := by
  calc a = ∑ i, w i * a := by rw [← Finset.sum_mul, hw1, one_mul]
    _ ≤ kMean w g := Finset.sum_le_sum fun i _ => mul_le_mul_of_nonneg_left (h i) (hw i).le
```

If every $g_i\ge a$, then $\sum_i w_ig_i\ge\sum_i w_ia=a$. This gives the lower bound on the mean that the tangent inequalities require; the upper bound needed in the narrow case is proved inside the next theorem.

```lean
/-- For a positive offset, positive weights summing to one and all half-widths in `[0, √3 x]`,
the spectral weight at the mean half-width is at least the mean spectral weight, with equality
exactly when all half-widths coincide with their mean. -/
theorem narrow_average {x : ℝ} (hx : 0 < x) (hw : ∀ i, 0 < w i) (hw1 : ∑ i, w i = 1)
    (hg0 : ∀ i, 0 ≤ g i) (hg : ∀ i, g i ≤ Real.sqrt 3 * x) :
    kMean w (fun i => spectralWeight x (g i)) ≤ spectralWeight x (kMean w g) ∧
      (kMean w (fun i => spectralWeight x (g i)) = spectralWeight x (kMean w g) ↔
        ∀ i, g i = kMean w g) := by
  have hm : kMean w g ≤ Real.sqrt 3 * x := by
    calc kMean w g ≤ ∑ i, w i * (Real.sqrt 3 * x) :=
          Finset.sum_le_sum fun i _ => mul_le_mul_of_nonneg_left (hg i) (hw i).le
      _ = Real.sqrt 3 * x := by rw [← Finset.sum_mul, hw1, one_mul]
  exact kMean_le_of_tangent (F := spectralWeight x) hw hw1 rfl fun i hi =>
    lt_tangent hx (hg0 i) (hg i) (le_kMean hw hw1 hg0) hm hi
```

Write $\bar g=\sum_i w_ig_i$. If all $g_i$ lie in $[0,\sqrt3\,x]$, then

$$\sum_i w_if(g_i)\le f(\bar g),$$

with equality exactly when every $g_i=\bar g$, that is, when all half-widths coincide. By hand, $\bar g$ lies in the same interval, so `lt_tangent` holds about $m=\bar g$, and the averaging lemma finishes the argument. The proof has the same two parts: `hm` gives the upper bound on the mean, and the last lines hand the tangent inequality to the lemma.

```lean
/-- For a positive offset, positive weights summing to one and all half-widths at least `√3 x`,
the spectral weight at the mean half-width is at most the mean spectral weight, with equality
exactly when all half-widths coincide with their mean. -/
theorem wide_average {x : ℝ} (hx : 0 < x) (hw : ∀ i, 0 < w i) (hw1 : ∑ i, w i = 1)
    (hg : ∀ i, Real.sqrt 3 * x ≤ g i) :
    spectralWeight x (kMean w g) ≤ kMean w (fun i => spectralWeight x (g i)) ∧
      (kMean w (fun i => spectralWeight x (g i)) = spectralWeight x (kMean w g) ↔
        ∀ i, g i = kMean w g) := by
  -- apply the averaging lemma to minus the spectral weight
  have J := kMean_le_of_tangent (F := fun y => -spectralWeight x y)
    (k := -tangentSlope x (kMean w g)) hw hw1 rfl fun i hi => by
      have h := tangent_lt hx (hg i) (le_kMean hw hw1 hg) hi
      show -spectralWeight x (g i) < -spectralWeight x (kMean w g)
        + -tangentSlope x (kMean w g) * (g i - kMean w g)
      linarith
  have hneg : kMean w (fun i => -spectralWeight x (g i))
      = -kMean w (fun i => spectralWeight x (g i)) := by
    simp [kMean]
  simp only [hneg, neg_le_neg_iff, neg_inj] at J
  exact J
```

If all $g_i\ge\sqrt3\,x$, the inequality is $f(\bar g)\le\sum_i w_if(g_i)$, with the same equality condition. Since $f$ now lies above its tangent, $-f$ lies below the line of slope $-t_{\bar g}$. The proof applies the averaging lemma to $-f$, and `hneg` and `simp only` remove the signs.

The k-average could also have been modelled as an integral over the Brillouin zone with a normalised measure. The tangent inequalities would serve unchanged, but the half-width would have to be a measurable function of k, integrable in the wide case, and equality would force it to be constant only almost everywhere.

## Why the threshold sits at √3 x

```lean
/-- For a positive offset, average the half-widths `√3 x` and `c` with equal weights: the
spectral weight at the mean is strictly below the mean spectral weight if `c > √3 x`, and
strictly above it if `0 ≤ c < √3 x`. -/
theorem threshold_sharp {x c : ℝ} (hx : 0 < x) :
    (Real.sqrt 3 * x < c → spectralWeight x ((Real.sqrt 3 * x + c) / 2)
      < (spectralWeight x (Real.sqrt 3 * x) + spectralWeight x c) / 2) ∧
    (0 ≤ c → c < Real.sqrt 3 * x →
      (spectralWeight x (Real.sqrt 3 * x) + spectralWeight x c) / 2
        < spectralWeight x ((Real.sqrt 3 * x + c) / 2)) := by
  have hs0 : 0 < Real.sqrt 3 * x := by positivity
  generalize hs : Real.sqrt 3 * x = s at hs0
  obtain ⟨m, hm⟩ : ∃ m, m = (s + c) / 2 := ⟨_, rfl⟩
  rw [← hm]
  -- the two linear terms cancel at the midpoint
  have hz : tangentSlope x m * (s - m) + tangentSlope x m * (c - m) = 0 := by
    rw [← mul_add, show s - m + (c - m) = 0 by linarith, mul_zero]
  constructor
  · intro hc
    have h1 := tangent_lt (g := s) (m := m) hx (by linarith) (by linarith)
      (ne_of_lt (by linarith))
    have h2 := tangent_lt (g := c) (m := m) hx (by linarith) (by linarith)
      (ne_of_gt (by linarith))
    linarith
  · intro hc0 hc
    have h1 := lt_tangent (g := s) (m := m) hx hs0.le (by linarith) (by linarith)
      (by linarith) (ne_of_gt (by linarith))
    have h2 := lt_tangent (g := c) (m := m) hx hc0 (by linarith) (by linarith)
      (by linarith) (ne_of_lt (by linarith))
    linarith

end

end LeadBroadeningAverage
```

Pair the threshold $s=\sqrt3\,x$ with another half-width $c$ at equal weights. The symbol `∧` joins two claims:

- For $c>s$, $f\big(\tfrac{s+c}2\big)<\tfrac12\left[f(s)+f(c)\right]$.
- For $0\le c<s$, the strict inequality is reversed.

Let $m=(s+c)/2$. In the first case `tangent_lt` applies to both $s$ and $c$ about $m$. Adding the two inequalities cancels the linear terms, because $(s-m)+(c-m)=0$; this is `hz`. Halving gives the claim. The second case uses `lt_tangent` in the same way.

Consequently the range $[0,\sqrt3\,x]$ in `narrow_average` cannot be extended upwards: any larger interval contains $s$ and some $c>s$, and that pair violates the inequality. Likewise, the bound in `wide_average` cannot be lowered. When half-widths lie on both sides of the threshold, neither theorem applies. With $x=1$ and equal weights, the pair 0 and 2 behaves like the narrow case, whereas 1.7 and 4 behave like the wide one.

```lean
#print axioms LeadBroadeningAverage.narrow_average
-- 'LeadBroadeningAverage.narrow_average' depends on axioms: [propext, Classical.choice, Quot.sound]
#print axioms LeadBroadeningAverage.wide_average
-- 'LeadBroadeningAverage.wide_average' depends on axioms: [propext, Classical.choice, Quot.sound]
#print axioms LeadBroadeningAverage.threshold_sharp
-- 'LeadBroadeningAverage.threshold_sharp' depends on axioms: [propext, Classical.choice, Quot.sound]
```
